# Spin contamination of two electrons in oppositely mixed orbitals

An unrestricted determinant holds one spin-up and one spin-down electron. Their unnormalised spatial orbitals are the same occupied reference orbital plus `τ` and `-τ` times the same virtual orbital, with `τ` real and the two reference orbitals orthonormal. The theorem `spinContamination_two_orbitals` states that the spin contamination, one minus the trace of the product of the two spin density matrices, is 4τ²/(1+τ²)². The density matrices include the inverse overlap, so the value is that for normalised orbitals. The proof applies the general amplitude formula `spinContamination_amplitudes`, reduces the 1×1 matrices to complex numbers, and leaves the remaining identity to `ring`.

In Lean, a first try:

```lean
import Mathlib

open Matrix
open scoped ComplexOrder

namespace ThoulessSpinContamination

noncomputable section

variable {o v : Type*} [Fintype o] [Fintype v] [DecidableEq o]

/-- Thouless orbitals: each occupied reference orbital plus a combination of virtual orbitals
with amplitudes `t`, written as the columns of the block matrix `[1; t]`. -/
def orbitals (t : Matrix v o ℂ) : Matrix (o ⊕ v) o ℂ := fromRows 1 t

/-- One-particle density matrix of the determinant built from the (not necessarily orthonormal)
Thouless orbitals. -/
def densityMatrix (t : Matrix v o ℂ) : Matrix (o ⊕ v) (o ⊕ v) ℂ :=
  orbitals t * ((orbitals t)ᴴ * orbitals t)⁻¹ * (orbitals t)ᴴ

/-- Spin contamination of an unrestricted determinant with equally many spin-up and spin-down
electrons: the number of electrons of one spin minus the trace of the product of the two
density matrices. -/
def spinContamination (t s : Matrix v o ℂ) : ℂ :=
  (Fintype.card o : ℂ) - trace (densityMatrix t * densityMatrix s)

/-- The overlap matrix between two sets of Thouless orbitals is `1 + tᴴ s`. -/
theorem orbitals_overlap (t s : Matrix v o ℂ) :
    (orbitals t)ᴴ * orbitals s = 1 + tᴴ * s := by
  simp only [orbitals, conjTranspose_fromRows_eq_fromCols_conjTranspose,
    fromCols_mul_fromRows, conjTranspose_one, Matrix.one_mul]

/-- The overlap matrix of a set of Thouless orbitals is invertible. -/
theorem overlap_isUnit (t : Matrix v o ℂ) : IsUnit (1 + tᴴ * t).det := by
  have h : (1 + tᴴ * t).PosDef :=
    Matrix.PosDef.one.add_posSemidef (posSemidef_conjTranspose_mul_self t)
  exact isUnit_iff_ne_zero.mpr h.det_pos.ne'

private lemma push_through [DecidableEq v] (s : Matrix v o ℂ) :
    (1 + s * sᴴ)⁻¹ = 1 - s * (1 + sᴴ * s)⁻¹ * sᴴ := by
  apply inv_eq_right_inv
  have h : s * ((1 + sᴴ * s) * (1 + sᴴ * s)⁻¹) * sᴴ = s * sᴴ := by
    rw [mul_nonsing_inv _ (overlap_isUnit s), Matrix.mul_one]
  simp only [Matrix.add_mul, Matrix.mul_add, Matrix.one_mul, Matrix.mul_assoc] at h
  simp only [Matrix.add_mul, Matrix.mul_sub, Matrix.one_mul, Matrix.mul_one, Matrix.mul_assoc]
  rw [← h]
  abel

private lemma residual [DecidableEq v] (s d : Matrix v o ℂ) :
    1 + (s + d)ᴴ * (s + d) - (1 + (s + d)ᴴ * s) * (1 + sᴴ * s)⁻¹ * (1 + sᴴ * (s + d))
      = dᴴ * (1 + s * sᴴ)⁻¹ * d := by
  have key : ∀ G b c : Matrix o o ℂ, IsUnit G.det →
      (G + b) * G⁻¹ * (G + c) = G + c + b + b * G⁻¹ * c := by
    intro G b c h
    have hb : b * G⁻¹ * G = b := by
      rw [Matrix.mul_assoc, nonsing_inv_mul _ h, Matrix.mul_one]
    rw [Matrix.add_mul, mul_nonsing_inv _ h, Matrix.add_mul, Matrix.one_mul, Matrix.mul_add, hb]
    abel
  have e1 : 1 + (s + d)ᴴ * s = (1 + sᴴ * s) + dᴴ * s := by
    rw [conjTranspose_add, Matrix.add_mul, add_assoc]
  have e2 : 1 + sᴴ * (s + d) = (1 + sᴴ * s) + sᴴ * d := by
    rw [Matrix.mul_add, add_assoc]
  rw [e1, e2, key _ _ _ (overlap_isUnit s), push_through]
  simp only [conjTranspose_add, Matrix.add_mul, Matrix.mul_add, Matrix.mul_sub, Matrix.sub_mul,
    Matrix.mul_one, Matrix.mul_assoc]
  abel

/-- Closed formula for the spin contamination in terms of the amplitudes: the trace of a product of
`t - s`, its adjoint and two inverse metric matrices, one built from `t` and one from `s`. -/
theorem spinContamination_amplitudes [DecidableEq v] (t s : Matrix v o ℂ) :
    spinContamination t s =
      trace ((1 + tᴴ * t)⁻¹ * ((t - s)ᴴ * (1 + s * sᴴ)⁻¹ * (t - s))) := by
  -- cyclicity turns the trace over all orbitals into one over occupied orbitals
  have h1 : trace (densityMatrix t * densityMatrix s) = trace ((1 + tᴴ * t)⁻¹ *
      ((1 + tᴴ * s) * (1 + sᴴ * s)⁻¹ * (1 + sᴴ * t))) := by
    rw [← orbitals_overlap t t, ← orbitals_overlap t s, ← orbitals_overlap s s,
      ← orbitals_overlap s t]
    calc trace (densityMatrix t * densityMatrix s)
        = trace (orbitals t * (((orbitals t)ᴴ * orbitals t)⁻¹ * (orbitals t)ᴴ *
            densityMatrix s)) := by simp only [densityMatrix, Matrix.mul_assoc]
      _ = trace ((((orbitals t)ᴴ * orbitals t)⁻¹ * (orbitals t)ᴴ * densityMatrix s) *
            orbitals t) := Matrix.trace_mul_comm _ _
      _ = _ := by simp only [densityMatrix, Matrix.mul_assoc]
  have h2 : (Fintype.card o : ℂ) = trace ((1 + tᴴ * t)⁻¹ * (1 + tᴴ * t)) := by
    rw [nonsing_inv_mul _ (overlap_isUnit t), trace_one]
  have h3 := residual s (t - s)
  rw [add_sub_cancel] at h3
  rw [spinContamination, h1, h2, ← trace_sub, ← Matrix.mul_sub, h3]

/-- One occupied and one virtual orbital, mixed with opposite real amplitudes `τ` and `-τ` for
the two spins: the spin contamination is `4τ²/(1+τ²)²`. -/
theorem spinContamination_two_orbitals (τ : ℝ) :
    spinContamination !![(τ : ℂ)] !![-(τ : ℂ)] = 4 * (τ : ℂ) ^ 2 / (1 + (τ : ℂ) ^ 2) ^ 2 := by
  have hinv : ∀ A : Matrix (Fin 1) (Fin 1) ℂ, A⁻¹ 0 0 = (A 0 0)⁻¹ := by
    intro A
    simp [Matrix.inv_subsingleton]
  have ht : !![(τ : ℂ)] 0 0 = (τ : ℂ) := rfl
  have hs : !![-(τ : ℂ)] 0 0 = -(τ : ℂ) := rfl
  rw [spinContamination_amplitudes]
  simp only [Matrix.trace_fin_one, Matrix.mul_apply, Fin.sum_univ_one, hinv, Matrix.add_apply,
    Matrix.sub_apply, Matrix.one_apply_eq, conjTranspose_apply, ht, hs, Complex.star_def,
    map_sub, map_neg, Complex.conj_ofReal]
  ring

end

end ThoulessSpinContamination
```

Lean reports:

```
Try this:
  [apply] ring_nf
  
  The `ring` tactic failed to close the goal. Use `ring_nf` to obtain a normal form.
    
  Note that `ring` works primarily in *commutative* rings. If you have a noncommutative ring, abelian group or module, consider using `noncomm_ring`, `abel` or `module` instead.
Main.lean:93:92: error: unsolved goals
τ : ℝ
hinv : ∀ (A : Matrix (Fin 1) (Fin 1) ℂ), A⁻¹ 0 0 = (A 0 0)⁻¹
ht : !![↑τ] 0 0 = ↑τ
hs : !![-↑τ] 0 0 = -↑τ
⊢ ↑τ ^ 2 * (1 + ↑τ ^ 2)⁻¹ ^ 2 * 4 = ↑τ ^ 2 * (1 + ↑τ ^ 2 * 2 + ↑τ ^ 4)⁻¹ * 4
```

Cause. The error shows the goal left when `ring` could not close it. Both sides are equal, but the left has `(1 + ↑τ ^ 2)⁻¹ ^ 2`, the square of an inverse, and the right has `(1 + ↑τ ^ 2 * 2 + ↑τ ^ 4)⁻¹`, the inverse of an expanded square. `ring` treats the inverse of a sum as an atom, and here it multiplied out the squared denominator before inverting it. The two sides therefore contain different atoms, which `ring` does not relate.

The message's suggestion of `ring_nf` would only give a normal form, and its remark on noncommutative rings does not apply, since the goal is in `ℂ`.

The added line rewrites the right side before `ring` runs. `div_eq_mul_inv` turns the division into multiplication by `((1 + ↑τ ^ 2) ^ 2)⁻¹`, and `← inv_pow` turns that into `(1 + ↑τ ^ 2)⁻¹ ^ 2`. After `ring` normalises the sums, both sides use the same inverse, and the goal closes.

The repair, with which the file compiles:

```diff
@@ -101,4 +101,5 @@
     Matrix.sub_apply, Matrix.one_apply_eq, conjTranspose_apply, ht, hs, Complex.star_def,
     map_sub, map_neg, Complex.conj_ofReal]
+  rw [div_eq_mul_inv, ← inv_pow]
   ring
 
```
